# The split-propagator path integral of a two-level system never overestimates the free energy

If I don't know the sign of the bead error, a free energy from a path integral with eight beads bounds nothing: the exact value could lie on either side. My system is a single spin with H = −(ΓX + hZ), where X and Z are the Pauli matrices, Γ is the tunnelling and h the bias. At inverse temperature β = 1/(k_BT), I replace exp(−βH) by the n-th power of the product exp(βΓX/n) exp(βhZ/n). The splitting neglects commutators, and I see no obvious reason why their effect should keep one sign when n is small. Can the error change sign as I add beads?

## Too low at every bead number, exact if a field vanishes

No. For β > 0 and every n ≥ 1 the discretized free energy is at most the exact one, and it is strictly lower when Γ and h are both nonzero. For this single two-level system, a path-integral calculation with this splitting therefore gives a lower bound on the free energy at any bead number, apart from sampling and rounding errors.

Write a = βΓ and c = βh, so that −βH = aX + cZ. The exact partition function Q and its n-bead version Qₙ are

Q = tr exp(aX + cZ)

Qₙ = tr (exp(aX/n) exp(cZ/n))ⁿ

**The exponentials.** Let R be the rotation matrix with rows (cos t, −sin t) and (sin t, cos t). Multiplying out gives

R diag(p, q) Rᵀ = ½(p + q) 1 + ½(p − q) N, with N = sin φ X + cos φ Z and φ = 2t.

For p = r and q = −r the right-hand side is rN. Conjugation commutes with the exponential, so exp(rN) is the same expression with p = eʳ and q = e⁻ʳ:

exp(rN) = cosh r 1 + sinh r N

Choose r = √(a² + c²), with a = r sin φ and c = r cos φ. Since N is traceless,

Q = 2 cosh √(a² + c²)

**One bead.** Set x = a/n and y = c/n. The bead matrix is

M = (cosh x 1 + sinh x X)(cosh y 1 + sinh y Z)

The matrices X, Z and XZ are traceless, so tr M = 2 cosh x cosh y. Each factor has determinant cosh² − sinh² = 1, so det M = 1. Because cosh x cosh y ≥ 1, there is a θ ≥ 0 with cosh θ = cosh x cosh y.

**All beads.** The Cayley–Hamilton theorem gives M² = 2 cosh θ M − 1. Multiplying by Mᵏ and taking the trace,

tr Mᵏ⁺² = 2 cosh θ tr Mᵏ⁺¹ − tr Mᵏ

The numbers 2 cosh(kθ) obey the same recursion by the addition theorem, and they have the same first two values, 2 and 2 cosh θ. Hence

Qₙ = 2 cosh(nθ)

It is easy to go wrong here by raising the half-trace to the n-th power and writing Qₙ = 2(cosh x cosh y)ⁿ. The trace of a power is not a power of the trace, and that formula would tend to 2 as n grows, whatever the fields.

**The inequality.** Start from

2 cosh x cosh y = cosh(x + y) + cosh(x − y)

and compare power series with 2 cosh √(x² + y²). At order 2k, after removing the common factor 1/(2k)!, the claim is

(x + y)²ᵏ + (x − y)²ᵏ ≥ 2(x² + y²)ᵏ

This is convexity of u ↦ uᵏ for u ≥ 0, applied to (x + y)² and (x − y)², whose mean is x² + y². At k = 2 the difference of the two sides is 8x²y², which is positive if x and y are nonzero. In that case cosh √(x² + y²) < cosh θ, so √(x² + y²) < θ. Multiplying by n gives √(a² + c²) < nθ, and therefore Q < Qₙ.

If a or c is zero, then cosh √(x² + y²) = cosh x cosh y, so θ = √(x² + y²) and Qₙ = Q. Finally, F = −log Q/β decreases with Q, so a partition function that is too large gives a free energy that is too low.

**What the Lean theorems say.** `pauliX` and `pauliZ` are real 2×2 matrices, and `NormedSpace.exp` is the actual matrix exponential, not a truncated series. `beadPartition n a c` is Qₙ, with the inverse temperature already absorbed into `a` and `c`. `freeEnergy β Q` is −log Q/β.

- `exact_partition` identifies tr exp(aX + cZ) with 2 cosh √(a² + c²).
- `beadPartition_bound` says that for n ≥ 1 and all real a and c this value is at most Qₙ, with strict inequality exactly when a and c are both nonzero. At n = 0 the trace would be 2, and the bound would fail as soon as either field is nonzero.
- `freeEnergy_too_low` translates this to `hamiltonian Γ h` at β > 0. It gives the inequality for all real Γ and h, and strictness when both are nonzero.

The theorems concern one spin with a field in the Z–X plane and no environment. For n = 1 the bound is a case of the Golden–Thompson inequality, tr exp(A + B) ≤ tr (exp(A) exp(B)), which holds for Hermitian matrices A and B of any size. The two inequalities give only the sign of the error. Its size follows from the closed forms in `exact_partition` and `beadPartition_eq`, but no rate of convergence in n is proved.

```lean
import Mathlib

open Matrix

namespace TwoLevelPathIntegral

noncomputable section

/-- The Pauli matrix `X`, which flips the two levels. -/
def pauliX : Matrix (Fin 2) (Fin 2) ℝ := !![0, 1; 1, 0]

/-- The Pauli matrix `Z`, diagonal in the two levels. -/
def pauliZ : Matrix (Fin 2) (Fin 2) ℝ := !![1, 0; 0, -1]

/-- The discretized partition function with `n ≥ 1` beads: the trace of the `n`-th power of
the split propagator `exp(aX/n) exp(cZ/n)`. -/
def beadPartition (n : ℕ) (a c : ℝ) : ℝ :=
  ((NormedSpace.exp ((a / n) • pauliX) * NormedSpace.exp ((c / n) • pauliZ)) ^ n).trace

/-- The two-level Hamiltonian `H = -(Γ X + h Z)` with tunnelling `Γ` and bias `h`. -/
def hamiltonian (Γ h : ℝ) : Matrix (Fin 2) (Fin 2) ℝ := -(Γ • pauliX + h • pauliZ)

/-- The free energy `-log Q / β` of a partition function `Q > 0` at inverse temperature
`β > 0`. -/
def freeEnergy (β Q : ℝ) : ℝ := -Real.log Q / β

/-- Rotating a diagonal two-level matrix with entries `p, q` gives its mean times the identity
plus half its splitting times a Pauli matrix along the rotated axis. -/
theorem rotate_diagonal (c s p q : ℝ) (h : s ^ 2 + c ^ 2 = 1) :
    !![c, -s; s, c] * !![p, 0; 0, q] * !![c, s; -s, c] =
      ((p + q) / 2) • (1 : Matrix (Fin 2) (Fin 2) ℝ) +
        ((p - q) / 2) • ((2 * s * c) • pauliX + (c ^ 2 - s ^ 2) • pauliZ) := by
  ext i j
  fin_cases i <;> fin_cases j <;>
    simp [pauliX, pauliZ, Matrix.mul_apply, Fin.sum_univ_two]
  · linear_combination ((p + q) / 2) * h
  · ring
  · ring
  · linear_combination ((p + q) / 2) * h

/-- Let `N = sin φ X + cos φ Z` be the Pauli matrix of the axis at angle `φ` in the `Z`-`X` plane.
For every real `r`, `exp(rN)` is `cosh r` times the identity plus `sinh r` times `N`. -/
theorem exp_spin (r φ : ℝ) :
    NormedSpace.exp (r • (Real.sin φ • pauliX + Real.cos φ • pauliZ)) =
      Real.cosh r • (1 : Matrix (Fin 2) (Fin 2) ℝ) +
        Real.sinh r • (Real.sin φ • pauliX + Real.cos φ • pauliZ) := by
  obtain ⟨t, rfl⟩ : ∃ t, φ = 2 * t := ⟨φ / 2, by ring⟩
  have h := Real.sin_sq_add_cos_sq t
  have hUV : !![Real.cos t, -Real.sin t; Real.sin t, Real.cos t] *
      !![Real.cos t, Real.sin t; -Real.sin t, Real.cos t] = 1 := by
    ext i j
    fin_cases i <;> fin_cases j <;> simp [Matrix.mul_apply, Fin.sum_univ_two] <;> nlinarith [h]
  have hu : IsUnit !![Real.cos t, -Real.sin t; Real.sin t, Real.cos t] :=
    ⟨⟨_, _, hUV, mul_eq_one_comm.1 hUV⟩, rfl⟩
  have hdiag : ∀ p q : ℝ, !![p, 0; 0, q] = Matrix.diagonal ![p, q] := by
    intro p q
    ext i j
    fin_cases i <;> fin_cases j <;> simp
  have hD : NormedSpace.exp !![r, 0; 0, -r] = !![Real.exp r, 0; 0, Real.exp (-r)] := by
    rw [hdiag, hdiag, Matrix.exp_diagonal]
    congr 1
    ext i
    rw [Pi.coe_exp, ← Real.exp_eq_exp_ℝ]
    fin_cases i <;> simp
  -- conjugation by the half-angle rotation commutes with the exponential
  have key := Matrix.exp_conj _ !![r, 0; 0, -r] hu
  rw [Matrix.inv_eq_right_inv hUV, hD, rotate_diagonal _ _ r (-r) h,
    rotate_diagonal _ _ (Real.exp r) (Real.exp (-r)) h,
    show (r + -r) / 2 = 0 by ring, show (r - -r) / 2 = r by ring, zero_smul, zero_add,
    ← Real.cosh_eq, ← Real.sinh_eq] at key
  rw [Real.sin_two_mul, Real.cos_two_mul']
  exact key

/-- The exact partition function: `tr exp(aX + cZ) = 2 cosh √(a² + c²)`. -/
theorem exact_partition (a c : ℝ) :
    (NormedSpace.exp (a • pauliX + c • pauliZ)).trace = 2 * Real.cosh √(a ^ 2 + c ^ 2) := by
  have htr : ∀ p q u v : ℝ, (p • (1 : Matrix (Fin 2) (Fin 2) ℝ) +
      q • (u • pauliX + v • pauliZ)).trace = 2 * p := by
    intro p q u v
    simp [pauliX, pauliZ, Matrix.trace_fin_two]
    ring
  -- polar coordinates of the field (c, a)
  have hc : ‖(⟨c, a⟩ : ℂ)‖ * Real.cos (Complex.arg ⟨c, a⟩) = c := Complex.norm_mul_cos_arg _
  have hs : ‖(⟨c, a⟩ : ℂ)‖ * Real.sin (Complex.arg ⟨c, a⟩) = a := Complex.norm_mul_sin_arg _
  have hr : a ^ 2 + c ^ 2 = ‖(⟨c, a⟩ : ℂ)‖ ^ 2 := by
    rw [Complex.sq_norm, Complex.normSq_mk]
    ring
  have e := exp_spin ‖(⟨c, a⟩ : ℂ)‖ (Complex.arg ⟨c, a⟩)
  rw [smul_add, smul_smul, smul_smul, hs, hc] at e
  rw [e, htr, hr, Real.sqrt_sq (norm_nonneg _)]

/-- If a two-level transfer matrix has determinant one and trace `2 cosh θ`, then its `n`-th
power has trace `2 cosh (nθ)`. -/
theorem trace_pow_transfer (M : Matrix (Fin 2) (Fin 2) ℝ) (θ : ℝ) (hdet : M.det = 1)
    (htr : M.trace = 2 * Real.cosh θ) (n : ℕ) : (M ^ n).trace = 2 * Real.cosh (n * θ) := by
  rw [Matrix.det_fin_two] at hdet
  have ht := htr
  rw [Matrix.trace_fin_two] at ht
  -- Cayley-Hamilton
  have hCH : M * M = (2 * Real.cosh θ) • M - 1 := by
    rw [← Matrix.ext_iff]
    simp only [Fin.forall_fin_two, Matrix.sub_apply, Matrix.smul_apply, Matrix.mul_apply,
      Fin.sum_univ_two, smul_eq_mul, Matrix.one_apply, zero_ne_one, one_ne_zero, if_true, if_false]
    refine ⟨⟨?_, ?_⟩, ?_, ?_⟩
    · linear_combination M 0 0 * ht - hdet
    · linear_combination M 0 1 * ht
    · linear_combination M 1 0 * ht
    · linear_combination M 1 1 * ht - hdet
  have both : ∀ k : ℕ, (M ^ k).trace = 2 * Real.cosh (k * θ) ∧
      (M ^ (k + 1)).trace = 2 * Real.cosh (k * θ + θ) := by
    intro k
    induction k with
    | zero => simp [htr]
    | succ k ih =>
      have hk : ((k + 1 : ℕ) : ℝ) * θ = k * θ + θ := by push_cast; ring
      refine ⟨by rw [hk]; exact ih.2, ?_⟩
      have hp : M ^ (k + 1 + 1) = (2 * Real.cosh θ) • M ^ (k + 1) - M ^ k := by
        rw [pow_succ, pow_succ, mul_assoc, hCH, mul_sub, mul_smul_comm, mul_one]
      rw [hp, Matrix.trace_sub, Matrix.trace_smul, ih.1, ih.2, hk, smul_eq_mul,
        Real.cosh_add (k * θ + θ) θ, Real.cosh_add, Real.sinh_add]
      linear_combination (2 * Real.cosh (k * θ)) * Real.cosh_sq θ
  exact (both n).1

/-- If `cosh θ = cosh(a/n) cosh(c/n)`, the partition function with `n` beads is
`2 cosh (nθ)`. -/
theorem beadPartition_eq (n : ℕ) (a c θ : ℝ)
    (h : Real.cosh θ = Real.cosh (a / n) * Real.cosh (c / n)) :
    beadPartition n a c = 2 * Real.cosh (n * θ) := by
  have hX := exp_spin (a / n) (Real.pi / 2)
  have hZ := exp_spin (c / n) 0
  simp only [Real.sin_pi_div_two, Real.cos_pi_div_two, one_smul, zero_smul, add_zero] at hX
  simp only [Real.sin_zero, Real.cos_zero, one_smul, zero_smul, zero_add] at hZ
  have dX : ∀ p q : ℝ, (p • (1 : Matrix (Fin 2) (Fin 2) ℝ) + q • pauliX).det = p ^ 2 - q ^ 2 := by
    intro p q
    simp [pauliX, Matrix.det_fin_two]
    ring
  have dZ : ∀ p q : ℝ, (p • (1 : Matrix (Fin 2) (Fin 2) ℝ) + q • pauliZ).det = p ^ 2 - q ^ 2 := by
    intro p q
    simp [pauliZ, Matrix.det_fin_two]
    ring
  have tXZ : ∀ p q u v : ℝ, ((p • (1 : Matrix (Fin 2) (Fin 2) ℝ) + q • pauliX) *
      (u • (1 : Matrix (Fin 2) (Fin 2) ℝ) + v • pauliZ)).trace = 2 * (p * u) := by
    intro p q u v
    simp [pauliX, pauliZ, Matrix.trace_fin_two, Matrix.mul_apply, Fin.sum_univ_two]
    ring
  unfold beadPartition
  rw [hX, hZ]
  apply trace_pow_transfer
  · rw [Matrix.det_mul, dX, dZ, Real.cosh_sq, Real.cosh_sq]
    ring
  · rw [tXZ, h]

/-- For nonzero `x` and `y`, `cosh √(x² + y²)` is strictly less than `cosh x cosh y`. -/
theorem cosh_sqrt_lt (x y : ℝ) (hx : x ≠ 0) (hy : y ≠ 0) :
    Real.cosh √(x ^ 2 + y ^ 2) < Real.cosh x * Real.cosh y := by
  have hf := (Real.hasSum_cosh √(x ^ 2 + y ^ 2)).mul_left 2
  have hg := (Real.hasSum_cosh (x + y)).add (Real.hasSum_cosh (x - y))
  have hsq : √(x ^ 2 + y ^ 2) ^ 2 = x ^ 2 + y ^ 2 := Real.sq_sqrt (by positivity)
  -- compare the power series term by term; the quartic term is strict
  have hlt := hasSum_lt (i := 2) (fun k => by
    have h := (convexOn_pow (𝕜 := ℝ) k).2 (Set.mem_Ici.2 (sq_nonneg (x + y)))
      (Set.mem_Ici.2 (sq_nonneg (x - y))) (show (0 : ℝ) ≤ 1 / 2 by norm_num)
      (show (0 : ℝ) ≤ 1 / 2 by norm_num) (by norm_num)
    simp only [smul_eq_mul] at h
    rw [show 1 / 2 * (x + y) ^ 2 + 1 / 2 * (x - y) ^ 2 = x ^ 2 + y ^ 2 by ring] at h
    show 2 * (√(x ^ 2 + y ^ 2) ^ (2 * k) / ((2 * k).factorial : ℝ)) ≤
      (x + y) ^ (2 * k) / ((2 * k).factorial : ℝ) + (x - y) ^ (2 * k) / ((2 * k).factorial : ℝ)
    rw [pow_mul √(x ^ 2 + y ^ 2) 2 k, hsq, pow_mul (x + y) 2 k, pow_mul (x - y) 2 k,
      ← add_div, ← mul_div_assoc]
    gcongr
    linarith) (by
    show 2 * (√(x ^ 2 + y ^ 2) ^ (2 * 2) / ((2 * 2).factorial : ℝ)) <
      (x + y) ^ (2 * 2) / ((2 * 2).factorial : ℝ) + (x - y) ^ (2 * 2) / ((2 * 2).factorial : ℝ)
    rw [pow_mul √(x ^ 2 + y ^ 2) 2 2, hsq, ← add_div, ← mul_div_assoc]
    have hxy : 0 < x ^ 2 * y ^ 2 := by positivity
    gcongr
    have e : (x + y) ^ (2 * 2) + (x - y) ^ (2 * 2) =
        2 * (x ^ 2 + y ^ 2) ^ 2 + 8 * (x ^ 2 * y ^ 2) := by ring
    rw [e]
    linarith) hf hg
  rw [Real.cosh_add, Real.cosh_sub] at hlt
  linarith

/-- With any number `n ≥ 1` of beads the discretized partition function is at least
`2 cosh √(a² + c²)`, and it is strictly larger exactly when `a` and `c` are both nonzero. -/
theorem beadPartition_bound (n : ℕ) (hn : 1 ≤ n) (a c : ℝ) :
    2 * Real.cosh √(a ^ 2 + c ^ 2) ≤ beadPartition n a c ∧
      (2 * Real.cosh √(a ^ 2 + c ^ 2) < beadPartition n a c ↔ a ≠ 0 ∧ c ≠ 0) := by
  have hn0 : (0 : ℝ) < n := by exact_mod_cast hn
  have hs : √(a ^ 2 + c ^ 2) = n * √((a / n) ^ 2 + (c / n) ^ 2) := by
    rw [show (a / n) ^ 2 + (c / n) ^ 2 = (a ^ 2 + c ^ 2) / (n : ℝ) ^ 2 by ring,
      Real.sqrt_div (by positivity), Real.sqrt_sq hn0.le]
    field_simp
  by_cases h : a ≠ 0 ∧ c ≠ 0
  · have hlt := cosh_sqrt_lt (a / n) (c / n) (div_ne_zero h.1 hn0.ne') (div_ne_zero h.2 hn0.ne')
    -- the effective angle θ of one bead
    obtain ⟨θ, hθ⟩ : ∃ θ, Real.cosh θ = Real.cosh (a / n) * Real.cosh (c / n) := by
      have h1 : 1 ≤ Real.cosh (a / n) * Real.cosh (c / n) := by
        nlinarith [Real.one_le_cosh (a / n), Real.one_le_cosh (c / n)]
      generalize Real.cosh (a / n) * Real.cosh (c / n) = t at h1
      refine ⟨Real.arsinh √(t ^ 2 - 1), ?_⟩
      rw [Real.cosh_arsinh, Real.sq_sqrt (by nlinarith), show 1 + (t ^ 2 - 1) = t ^ 2 by ring,
        Real.sqrt_sq (by linarith)]
    rw [← hθ, Real.cosh_lt_cosh] at hlt
    have hbig : 2 * Real.cosh √(a ^ 2 + c ^ 2) < beadPartition n a c := by
      rw [beadPartition_eq n a c θ hθ, hs]
      have : Real.cosh (n * √((a / n) ^ 2 + (c / n) ^ 2)) < Real.cosh (n * θ) := by
        rw [Real.cosh_lt_cosh, abs_mul, abs_mul]
        exact mul_lt_mul_of_pos_left hlt (abs_pos.2 hn0.ne')
      linarith
    exact ⟨hbig.le, fun _ => h, fun _ => hbig⟩
  · have h0 : a = 0 ∨ c = 0 := by tauto
    have he : Real.cosh √((a / n) ^ 2 + (c / n) ^ 2) =
        Real.cosh (a / n) * Real.cosh (c / n) := by
      rcases h0 with rfl | rfl <;> simp [Real.sqrt_sq_eq_abs, Real.cosh_abs]
    have heq := beadPartition_eq n a c _ he
    rw [← hs] at heq
    exact ⟨heq.ge, fun hlt => absurd hlt (by rw [heq]; exact lt_irrefl _), fun h' => absurd h' h⟩

/-- At inverse temperature `β > 0` and any bead number `n ≥ 1`, the discretized free energy of
`H = -(Γ X + h Z)` does not exceed the exact one, and is strictly lower if `Γ` and `h` are
both nonzero. -/
theorem freeEnergy_too_low (n : ℕ) (hn : 1 ≤ n) (β Γ h : ℝ) (hβ : 0 < β) :
    freeEnergy β (beadPartition n (β * Γ) (β * h)) ≤
        freeEnergy β (NormedSpace.exp (-β • hamiltonian Γ h)).trace ∧
      (Γ ≠ 0 → h ≠ 0 → freeEnergy β (beadPartition n (β * Γ) (β * h)) <
        freeEnergy β (NormedSpace.exp (-β • hamiltonian Γ h)).trace) := by
  have hH : -β • hamiltonian Γ h = (β * Γ) • pauliX + (β * h) • pauliZ := by
    unfold hamiltonian
    module
  obtain ⟨hle, hlt⟩ := beadPartition_bound n hn (β * Γ) (β * h)
  have hpos : 0 < 2 * Real.cosh √((β * Γ) ^ 2 + (β * h) ^ 2) :=
    mul_pos two_pos (Real.cosh_pos _)
  rw [hH, exact_partition]
  unfold freeEnergy
  constructor
  · have := Real.log_le_log hpos hle
    gcongr
  · intro hΓ hh
    have := Real.log_lt_log hpos (hlt.2 ⟨mul_ne_zero hβ.ne' hΓ, mul_ne_zero hβ.ne' hh⟩)
    exact div_lt_div_of_pos_right (neg_lt_neg this) hβ

end

end TwoLevelPathIntegral
```

```lean
#print axioms TwoLevelPathIntegral.freeEnergy_too_low
```

```
'TwoLevelPathIntegral.freeEnergy_too_low' depends on axioms: [propext, Classical.choice, Quot.sound]
```

**How the lemmas carry out the calculation.** `rotate_diagonal` is the identity for R diag(p, q) Rᵀ, checked entry by entry using sin² + cos² = 1. `exp_spin` writes φ as 2t and uses `Matrix.exp_conj` to move the exponential inside the rotation, where `Matrix.exp_diagonal` evaluates it. `exact_partition` gets r and φ as the modulus and argument of the complex number c + ia, which also handles zero field.

`trace_pow_transfer` proves the Cayley–Hamilton relation `hCH` from the trace and determinant. Its induction carries the traces of `M ^ k` and `M ^ (k + 1)` together, because the recursion needs two preceding values. `beadPartition_eq` then obtains the two bead factors from `exp_spin` at φ = π/2 and φ = 0, computes the determinant and trace of their product, and applies the power formula.

`cosh_sqrt_lt` is the series comparison. `hasSum_lt` asks for an inequality in every term, supplied by `convexOn_pow`, and a strict one in some term; `i := 2` selects the quartic term.

In `beadPartition_bound`, `hs` is the scaling √(a² + c²) = n√(x² + y²). When both fields are nonzero, θ is constructed as an inverse hyperbolic sine. `Real.cosh_lt_cosh` then turns the one-bead inequality into one between absolute values, which is multiplied by n and turned back. The other case inserts θ = √(x² + y²) and finds equality.

`freeEnergy_too_low` rewrites −βH as aX + cZ and takes logarithms, which is allowed because the exact partition function is positive. The minus sign in the free energy then reverses the inequality.
